# The integrated imaginary-time autocorrelation and the static response equation, for a finite system with a nondegenerate ground state

## How can the integral invert a singular matrix?

I describe a system by a finite Hermitian matrix H, and I call its unit ground vector ψ, of energy E, nondegenerate if every nonzero vector orthogonal to ψ has mean energy strictly above E. For an observable A with ⟨A⟩ = ⟨ψ, Aψ⟩, I set u = (A − ⟨A⟩)ψ. Integrating the imaginary-time autocorrelation ⟨u, exp(−t(H − E))u⟩ over t > 0 is supposed to do the work of (H − E)⁻¹. But H − E annihilates ψ, so it has no inverse. What does the integral converge to? And why is the static response of a unit-mass oscillator of frequency w to a constant force 1/w², when exp(−wt) integrates to 1/w?

## Subtracting ⟨A⟩ removes the zero mode

Since ⟨ψ, u⟩ = ⟨A⟩ − ⟨A⟩ = 0, only the space orthogonal to ψ matters, and there H − E is invertible.

Take any x orthogonal to ψ and write x = Σ_j v_j, its components along an eigenbasis of H, with Hv_j = e_j v_j. Hermiticity gives

(e_j − E)⟨ψ, v_j⟩ = 0.

Hence y_j = v_j − ⟨ψ, v_j⟩ψ still satisfies Hy_j = e_j y_j. It is orthogonal to ψ, so if it is nonzero, a_j = e_j − E is positive; if it is zero, put a_j = 1. The y_j sum to x − ⟨ψ, x⟩ψ = x.

For x = u, the vector χ = Σ_j y_j/a_j is orthogonal to ψ and solves

(H − E)χ = u.

It is the only such vector: the difference d of two solutions is orthogonal to ψ and has Hd = Ed. If d were nonzero, its mean energy would be E, which nondegeneracy forbids.

Now expand χ itself as Σ_j y_j, with its own y_j. Then u = Σ_j a_j y_j, and

⟨u, exp(−t(H − E))u⟩ = Σ_j a_j exp(−a_j t)⟨u, y_j⟩.

Each a_j exp(−a_j t) integrates to 1, so the integral is Σ_j ⟨u, y_j⟩ = ⟨u, χ⟩. For Hermitian A, first-order perturbation theory gives this number a meaning: when H is replaced by H − λA, the ground vector becomes ψ + λχ to first order in λ, with the phase chosen so that the change is orthogonal to ψ. The derivative of ⟨A⟩ at λ = 0, called the static response, is therefore 2⟨u, χ⟩, twice the integral. The Lean code does not formalise this perturbation step.

If (H − E)u = wu with w ≠ 0, then χ = u/w and the integral is ‖u‖²/w. The second power of w comes from the normalisation 2w‖u‖² = 1, which is that of the oscillator's position acting on its ground state, with ħ = m = 1. Twice the integral is then 2‖u‖²/w = 1/w². The full oscillator has infinitely many levels and lies outside the finite model, but its position takes the ground state only to the first excited level. Keeping just the lowest two or more levels therefore leaves u and this result unchanged.

For Hermitian A, ⟨A⟩ is real. Insert Aψ = u + ⟨A⟩ψ: exp(−t(H − E)) fixes ψ and keeps u orthogonal to it, so the cross terms vanish and

⟨u, exp(−t(H − E))u⟩ = ⟨ψ, A exp(−t(H − E))Aψ⟩ − ⟨A⟩².

The smallest system with a nonzero u has two levels. For H = diag(0, 1/2), A = σₓ and the lower level as ψ, u is the upper level and the autocorrelation is exp(−t/2). Twice its integral is 4 = 1/w² with w = 1/2. The gap 1/2 is chosen to satisfy 2w‖u‖² = 1; with the same A and another gap w, ‖u‖ is still 1 and twice the integral is 2/w.

## What the Lean statements say

States are functions `n → ℂ` on a finite index type, and `star x ⬝ᵥ y` is ⟨x, y⟩. `IsNondegenerateGround H E ψ` contains the normalisation, the eigenvalue equation and the strict energy inequality. `fluctuation A ψ` is u, `excitation H E` is H − E, and `projector H E t` is the true matrix exponential, with no time-step approximation.

`existsUnique_response` gives exactly one solution χ orthogonal to ψ. `integral_autocorrelation` states integrability on `Ioi 0`, that is t > 0, and the value ⟨u, χ⟩. Both allow any matrix A; `connected_correlation` assumes that A is Hermitian.

Projector Monte Carlo can estimate imaginary-time correlations. For Hermitian A, twice the integral of the autocorrelation is the static response, so no excited states need to be listed. The identity is proved here for a finite matrix with the exact ψ and E. Sampling noise, trial-state bias and a finite time cutoff do not enter the model.

```lean
import Mathlib

open Matrix MeasureTheory Set

namespace ImaginaryTimeResponse

noncomputable section

variable {n : Type*} [Fintype n]

/-- `ψ` is a unit eigenvector of `H` with energy `E`, and every nonzero vector orthogonal
to `ψ` has mean energy strictly above `E`. -/
structure IsNondegenerateGround (H : Matrix n n ℂ) (E : ℝ) (ψ : n → ℂ) : Prop where
  unit : star ψ ⬝ᵥ ψ = 1
  eigen : H *ᵥ ψ = (E : ℂ) • ψ
  above : ∀ x : n → ℂ, x ≠ 0 → star ψ ⬝ᵥ x = 0 →
    E * (star x ⬝ᵥ x).re < (star x ⬝ᵥ H *ᵥ x).re

/-- The expectation value `⟨ψ, A ψ⟩`. -/
def mean (A : Matrix n n ℂ) (ψ : n → ℂ) : ℂ := star ψ ⬝ᵥ A *ᵥ ψ

/-- The fluctuation vector `u = (A - ⟨A⟩) ψ`. -/
def fluctuation (A : Matrix n n ℂ) (ψ : n → ℂ) : n → ℂ := A *ᵥ ψ - mean A ψ • ψ

/-- A Hermitian matrix may act on either side of the inner product. -/
theorem hermitian_move {A : Matrix n n ℂ} (hA : A.IsHermitian) (x y : n → ℂ) :
    star x ⬝ᵥ A *ᵥ y = star (A *ᵥ x) ⬝ᵥ y := by
  rw [Matrix.star_mulVec, hA.eq, Matrix.dotProduct_mulVec]

/-- For a nondegenerate ground vector `ψ`, normalised to one, the fluctuation vector `(A - ⟨A⟩) ψ`
is orthogonal to `ψ`. -/
theorem fluctuation_orthogonal {H : Matrix n n ℂ} {E : ℝ} {ψ : n → ℂ}
    (hg : IsNondegenerateGround H E ψ) (A : Matrix n n ℂ) :
    star ψ ⬝ᵥ fluctuation A ψ = 0 := by
  rw [fluctuation, dotProduct_sub, dotProduct_smul, hg.unit, smul_eq_mul, mul_one, mean,
    sub_self]

variable [DecidableEq n]

/-- The Hamiltonian measured from the energy `E`. -/
def excitation (H : Matrix n n ℂ) (E : ℝ) : Matrix n n ℂ := H - (E : ℂ) • 1

/-- The imaginary-time projector `exp(-t (H - E))`. -/
def projector (H : Matrix n n ℂ) (E t : ℝ) : Matrix n n ℂ :=
  NormedSpace.exp (-(t : ℂ) • excitation H E)

/-- The imaginary-time autocorrelation `⟨u, exp(-t (H - E)) u⟩` of the fluctuation `u`. -/
def autocorrelation (H : Matrix n n ℂ) (E : ℝ) (A : Matrix n n ℂ) (ψ : n → ℂ) (t : ℝ) : ℂ :=
  star (fluctuation A ψ) ⬝ᵥ projector H E t *ᵥ fluctuation A ψ

/-- On an eigenvector of excitation energy `a`, the projector is the factor `exp(-a t)`. -/
theorem projector_mulVec {H : Matrix n n ℂ} {E a : ℝ} {y : n → ℂ}
    (h : excitation H E *ᵥ y = (a : ℂ) • y) (t : ℝ) :
    projector H E t *ᵥ y = ((Real.exp (-a * t) : ℝ) : ℂ) • y := by
  -- apply the exponential series term by term
  have key : ∀ (M : Matrix n n ℂ) (z : ℂ), M *ᵥ y = z • y →
      NormedSpace.exp M *ᵥ y = Complex.exp z • y := by
    intro M z hM
    have hpow : ∀ k : ℕ, M ^ k *ᵥ y = z ^ k • y := by
      intro k
      induction k with
      | zero => simp
      | succ k ih =>
        rw [pow_succ, ← Matrix.mulVec_mulVec, hM, Matrix.mulVec_smul, ih, smul_smul,
          pow_succ, mul_comm]
    have hs : HasSum (fun k : ℕ => ((k.factorial : ℂ)⁻¹) • M ^ k) (NormedSpace.exp M) := by
      open scoped Matrix.Norms.Operator in
      exact NormedSpace.exp_series_hasSum_exp' (𝕂 := ℂ) M
    have h1 := hs.map (Matrix.mulVec.addMonoidHomLeft y)
      (by exact Continuous.matrix_mulVec continuous_id continuous_const)
    have h2 := (NormedSpace.exp_series_hasSum_exp' (𝕂 := ℂ) z).smul_const y
    have e : (fun k : ℕ => (((k.factorial : ℂ)⁻¹) • z ^ k) • y) =
        (Matrix.mulVec.addMonoidHomLeft y) ∘
          (fun k : ℕ => ((k.factorial : ℂ)⁻¹) • M ^ k) := by
      funext k
      change _ = (((k.factorial : ℂ)⁻¹) • M ^ k) *ᵥ y
      rw [Matrix.smul_mulVec, hpow, smul_assoc]
    rw [e] at h2
    rw [Complex.exp_eq_exp_ℂ]
    exact h1.unique h2
  rw [projector, key _ ((-a * t : ℝ) : ℂ), Complex.ofReal_exp]
  rw [Matrix.smul_mulVec, h, smul_smul]
  congr 1
  push_cast
  ring

/-- For Hermitian `H` with nondegenerate ground vector `ψ`, every vector orthogonal to `ψ` is
a sum of eigenvectors orthogonal to `ψ` with positive excitation energies. -/
theorem excited_expansion {H : Matrix n n ℂ} {E : ℝ} {ψ u : n → ℂ} (hH : H.IsHermitian)
    (hg : IsNondegenerateGround H E ψ) (hu : star ψ ⬝ᵥ u = 0) :
    ∃ (a : n → ℝ) (y : n → n → ℂ), (∀ j, 0 < a j) ∧
      (∀ j, excitation H E *ᵥ y j = (a j : ℂ) • y j) ∧
      (∀ j, star ψ ⬝ᵥ y j = 0) ∧ u = ∑ j, y j := by
  obtain ⟨e, v, hv, hsum⟩ : ∃ (e : n → ℝ) (v : n → n → ℂ),
      (∀ j, H *ᵥ v j = (e j : ℂ) • v j) ∧ u = ∑ j, v j := by
    refine ⟨hH.eigenvalues, fun j => hH.eigenvectorBasis.repr (WithLp.toLp 2 u) j •
      (hH.eigenvectorBasis j).ofLp, fun j => ?_, ?_⟩
    · have h : H *ᵥ (hH.eigenvectorBasis j).ofLp =
          (hH.eigenvalues j : ℂ) • (hH.eigenvectorBasis j).ofLp :=
        (hH.mulVec_eigenvectorBasis j).trans (by ext i; simp)
      rw [Matrix.mulVec_smul, h, smul_comm]
    · have h := congrArg WithLp.ofLp (hH.eigenvectorBasis.sum_repr (WithLp.toLp 2 u))
      rw [WithLp.ofLp_sum] at h
      exact h.symm
  -- an eigenvector overlapping with `ψ` has energy `E`
  have hs : ∀ j, ((e j : ℂ) - E) * (star ψ ⬝ᵥ v j) = 0 := by
    intro j
    have h1 := hermitian_move hH ψ (v j)
    rw [hv, hg.eigen, star_smul, dotProduct_smul, smul_dotProduct, smul_eq_mul, smul_eq_mul,
      Complex.star_def, Complex.conj_ofReal] at h1
    linear_combination h1
  -- remove the ground-state component of each eigenvector
  have hy : ∀ j, H *ᵥ (v j - (star ψ ⬝ᵥ v j) • ψ) =
      (e j : ℂ) • (v j - (star ψ ⬝ᵥ v j) • ψ) := by
    intro j
    rw [Matrix.mulVec_sub, Matrix.mulVec_smul, hv, hg.eigen]
    ext i
    simp only [Pi.sub_apply, Pi.smul_apply, smul_eq_mul]
    linear_combination ψ i * hs j
  have ho : ∀ j, star ψ ⬝ᵥ (v j - (star ψ ⬝ᵥ v j) • ψ) = 0 := by
    intro j
    rw [dotProduct_sub, dotProduct_smul, hg.unit, smul_eq_mul, mul_one, sub_self]
  have ha : ∀ j, ∃ a : ℝ, 0 < a ∧ excitation H E *ᵥ (v j - (star ψ ⬝ᵥ v j) • ψ) =
      (a : ℂ) • (v j - (star ψ ⬝ᵥ v j) • ψ) := by
    intro j
    by_cases h0 : v j - (star ψ ⬝ᵥ v j) • ψ = 0
    · exact ⟨1, one_pos, by rw [h0, Matrix.mulVec_zero, smul_zero]⟩
    · have hlt := hg.above _ h0 (ho j)
      rw [hy, dotProduct_smul, smul_eq_mul, Complex.re_ofReal_mul] at hlt
      have hnn : ∀ x : n → ℂ, 0 ≤ (star x ⬝ᵥ x).re := by
        intro x
        rw [dotProduct, Complex.re_sum]
        refine Finset.sum_nonneg fun i _ => ?_
        have h : (star x i * x i).re = Complex.normSq (x i) := by
          simp [Complex.normSq_apply]
        rw [h]
        exact Complex.normSq_nonneg _
      refine ⟨e j - E, sub_pos.mpr (lt_of_mul_lt_mul_right hlt (hnn _)), ?_⟩
      rw [excitation, Matrix.sub_mulVec, Matrix.smul_mulVec, Matrix.one_mulVec, hy,
        Complex.ofReal_sub, sub_smul]
  choose a hpos hexc using ha
  refine ⟨a, _, hpos, hexc, ho, ?_⟩
  rw [Finset.sum_sub_distrib, ← Finset.sum_smul, ← dotProduct_sum, ← hsum, hu, zero_smul,
    sub_zero]

/-- For Hermitian `H` with nondegenerate ground vector `ψ`, the time integral of the projector
undoes `H - E` on every vector `χ` orthogonal to `ψ`, in each matrix element. -/
theorem integral_projector {H : Matrix n n ℂ} {E : ℝ} {ψ χ : n → ℂ} (hH : H.IsHermitian)
    (hg : IsNondegenerateGround H E ψ) (hχ : star ψ ⬝ᵥ χ = 0) (x : n → ℂ) :
    IntegrableOn (fun t : ℝ => star x ⬝ᵥ projector H E t *ᵥ (excitation H E *ᵥ χ)) (Ioi 0) ∧
    ∫ t in Ioi (0 : ℝ), star x ⬝ᵥ projector H E t *ᵥ (excitation H E *ᵥ χ) =
      star x ⬝ᵥ χ := by
  obtain ⟨a, y, ha, hy, -, hsum⟩ := excited_expansion hH hg hχ
  -- the correlation is a finite sum of decaying exponentials
  have hf : (fun t : ℝ => star x ⬝ᵥ projector H E t *ᵥ (excitation H E *ᵥ χ)) =
      fun t : ℝ => ∑ j, ((a j * Real.exp (-a j * t) : ℝ) : ℂ) * (star x ⬝ᵥ y j) := by
    funext t
    rw [hsum, Matrix.mulVec_sum, Matrix.mulVec_sum, dotProduct_sum]
    refine Finset.sum_congr rfl fun j _ => ?_
    rw [hy j, Matrix.mulVec_smul, projector_mulVec (hy j), smul_smul, dotProduct_smul,
      smul_eq_mul, Complex.ofReal_mul]
  have hi : ∀ j, Integrable (fun t : ℝ =>
      ((a j * Real.exp (-a j * t) : ℝ) : ℂ) * (star x ⬝ᵥ y j)) (volume.restrict (Ioi 0)) := by
    intro j
    have h0 : Integrable (fun t : ℝ => Real.exp (-a j * t)) (volume.restrict (Ioi 0)) :=
      exp_neg_integrableOn_Ioi 0 (ha j)
    exact ((h0.const_mul (a j)).ofReal).mul_const _
  rw [hf]
  refine ⟨MeasureTheory.integrable_finsetSum _ fun j _ => hi j, ?_⟩
  rw [MeasureTheory.integral_finsetSum _ fun j _ => hi j, hsum, dotProduct_sum]
  refine Finset.sum_congr rfl fun j _ => ?_
  have h1 : ∫ t in Ioi (0 : ℝ), a j * Real.exp (-a j * t) = 1 := by
    have hne := (ha j).ne'
    rw [integral_const_mul, integral_exp_mul_Ioi (neg_lt_zero.mpr (ha j)), mul_zero,
      Real.exp_zero]
    field_simp
  rw [integral_mul_const, integral_complex_ofReal, h1, Complex.ofReal_one, one_mul]

/-- For Hermitian `H` with nondegenerate ground vector `ψ`, exactly one vector `χ` orthogonal
to `ψ` solves the response equation `(H - E) χ = (A - ⟨A⟩) ψ`. -/
theorem existsUnique_response {H : Matrix n n ℂ} {E : ℝ} {ψ : n → ℂ} (hH : H.IsHermitian)
    (hg : IsNondegenerateGround H E ψ) (A : Matrix n n ℂ) :
    ∃! χ : n → ℂ, star ψ ⬝ᵥ χ = 0 ∧ excitation H E *ᵥ χ = fluctuation A ψ := by
  obtain ⟨χ₀, h0, h0'⟩ :
      ∃ χ : n → ℂ, star ψ ⬝ᵥ χ = 0 ∧ excitation H E *ᵥ χ = fluctuation A ψ := by
    obtain ⟨a, y, ha, hy, ho, hu⟩ := excited_expansion hH hg (fluctuation_orthogonal hg A)
    refine ⟨∑ j, (a j : ℂ)⁻¹ • y j, ?_, ?_⟩
    · rw [dotProduct_sum]
      exact Finset.sum_eq_zero fun j _ => by rw [dotProduct_smul, ho, smul_zero]
    · rw [Matrix.mulVec_sum, hu]
      refine Finset.sum_congr rfl fun j _ => ?_
      have hne : (a j : ℂ) ≠ 0 := by exact_mod_cast (ha j).ne'
      rw [Matrix.mulVec_smul, hy, smul_smul, inv_mul_cancel₀ hne, one_smul]
  refine ⟨χ₀, ⟨h0, h0'⟩, ?_⟩
  rintro χ ⟨h1, h2⟩
  by_contra hne
  -- the difference of two solutions would be a second ground vector
  have hlt := hg.above (χ - χ₀) (sub_ne_zero.mpr hne) (by rw [dotProduct_sub, h1, h0, sub_zero])
  have hd : excitation H E *ᵥ (χ - χ₀) = 0 := by rw [Matrix.mulVec_sub, h2, h0', sub_self]
  rw [excitation, Matrix.sub_mulVec, Matrix.smul_mulVec, Matrix.one_mulVec, sub_eq_zero] at hd
  rw [hd, dotProduct_smul, smul_eq_mul, Complex.re_ofReal_mul] at hlt
  exact lt_irrefl _ hlt

/-- For Hermitian `H` with nondegenerate ground vector `ψ`, the autocorrelation of
`u = (A - ⟨A⟩) ψ` is integrable over `t > 0`, and its integral is `⟨u, χ⟩`, where `χ` is
orthogonal to `ψ` and solves `(H - E) χ = u`. -/
theorem integral_autocorrelation {H A : Matrix n n ℂ} {E : ℝ} {ψ χ : n → ℂ}
    (hH : H.IsHermitian) (hg : IsNondegenerateGround H E ψ) (hχ : star ψ ⬝ᵥ χ = 0)
    (h : excitation H E *ᵥ χ = fluctuation A ψ) :
    IntegrableOn (autocorrelation H E A ψ) (Ioi 0) ∧
    ∫ t in Ioi (0 : ℝ), autocorrelation H E A ψ t = star (fluctuation A ψ) ⬝ᵥ χ := by
  have key := integral_projector hH hg hχ (fluctuation A ψ)
  rw [h] at key
  exact key

/-- Let `H` be Hermitian with nondegenerate ground vector `ψ`. If `u = (A - ⟨A⟩) ψ` satisfies
`(H - E) u = w u` and `2 w ‖u‖² = 1`, twice the integrated autocorrelation is `1 / w²`. -/
theorem single_mode_response {H A : Matrix n n ℂ} {E w : ℝ} {ψ : n → ℂ}
    (hH : H.IsHermitian) (hg : IsNondegenerateGround H E ψ)
    (hw : excitation H E *ᵥ fluctuation A ψ = (w : ℂ) • fluctuation A ψ)
    (hn : 2 * (w : ℂ) * (star (fluctuation A ψ) ⬝ᵥ fluctuation A ψ) = 1) :
    2 * ∫ t in Ioi (0 : ℝ), autocorrelation H E A ψ t = 1 / (w : ℂ) ^ 2 := by
  have hw0 : (w : ℂ) ≠ 0 := by
    intro h
    rw [h, mul_zero, zero_mul] at hn
    exact zero_ne_one hn
  -- the response vector is `u / w`
  have key := (integral_autocorrelation (A := A) (χ := (w : ℂ)⁻¹ • fluctuation A ψ) hH hg
    (by rw [dotProduct_smul, fluctuation_orthogonal hg, smul_zero])
    (by rw [Matrix.mulVec_smul, hw, smul_smul, inv_mul_cancel₀ hw0, one_smul])).2
  rw [key, dotProduct_smul, smul_eq_mul]
  calc 2 * ((w : ℂ)⁻¹ * (star (fluctuation A ψ) ⬝ᵥ fluctuation A ψ))
      = (2 * (w : ℂ) * (star (fluctuation A ψ) ⬝ᵥ fluctuation A ψ)) * ((w : ℂ)⁻¹) ^ 2 := by
        field_simp
    _ = 1 / (w : ℂ) ^ 2 := by rw [hn]; simp

/-- For Hermitian `H` and `A` and a nondegenerate ground vector `ψ` of `H`, the autocorrelation
is the connected correlation `⟨ψ, A exp(-t (H - E)) A ψ⟩ - ⟨A⟩²`. -/
theorem connected_correlation {H A : Matrix n n ℂ} {E : ℝ} {ψ : n → ℂ} (hH : H.IsHermitian)
    (hA : A.IsHermitian) (hg : IsNondegenerateGround H E ψ) (t : ℝ) :
    star ψ ⬝ᵥ A *ᵥ (projector H E t *ᵥ (A *ᵥ ψ)) - mean A ψ ^ 2 =
      autocorrelation H E A ψ t := by
  have hu := fluctuation_orthogonal hg A
  have hu' : star (fluctuation A ψ) ⬝ᵥ ψ = 0 := by
    rw [Matrix.star_dotProduct, hu, star_zero]
  have hm : star (mean A ψ) = mean A ψ :=
    (congrArg star (hermitian_move hA ψ ψ)).trans (Matrix.star_dotProduct ψ (A *ᵥ ψ)).symm
  -- the projector fixes `ψ` and keeps `u` orthogonal to it
  have hP : projector H E t *ᵥ ψ = ψ := by
    have h0 : excitation H E *ᵥ ψ = ((0 : ℝ) : ℂ) • ψ := by
      rw [excitation, Matrix.sub_mulVec, Matrix.smul_mulVec, Matrix.one_mulVec, hg.eigen,
        sub_self, Complex.ofReal_zero, zero_smul]
    rw [projector_mulVec h0]
    simp
  have hPu : star ψ ⬝ᵥ projector H E t *ᵥ fluctuation A ψ = 0 := by
    obtain ⟨a, y, -, hy, ho, hs⟩ := excited_expansion hH hg hu
    rw [hs, Matrix.mulVec_sum, dotProduct_sum]
    exact Finset.sum_eq_zero fun j _ => by
      rw [projector_mulVec (hy j), dotProduct_smul, ho, smul_zero]
  have hAψ : A *ᵥ ψ = fluctuation A ψ + mean A ψ • ψ := by
    rw [fluctuation, sub_add_cancel]
  rw [hermitian_move hA, hAψ, autocorrelation]
  simp only [Matrix.mulVec_add, Matrix.mulVec_smul, hP, star_add, star_smul, add_dotProduct,
    dotProduct_add, smul_dotProduct, dotProduct_smul, smul_eq_mul, hu', hPu, hg.unit, hm]
  ring

/-- The two-level Hamiltonian `diag(0, 1/2)`, the observable `σₓ` and the lower level meet all
hypotheses of the single-mode formula with `w = 1/2`. -/
theorem single_mode_response_witness :
    (!![0, 0; 0, 1 / 2] : Matrix (Fin 2) (Fin 2) ℂ).IsHermitian ∧
    (!![0, 1; 1, 0] : Matrix (Fin 2) (Fin 2) ℂ).IsHermitian ∧
    IsNondegenerateGround !![0, 0; 0, 1 / 2] 0 ![1, 0] ∧
    excitation !![0, 0; 0, 1 / 2] 0 *ᵥ fluctuation !![0, 1; 1, 0] ![1, 0] =
      ((1 / 2 : ℝ) : ℂ) • fluctuation !![0, 1; 1, 0] ![1, 0] ∧
    2 * ((1 / 2 : ℝ) : ℂ) * (star (fluctuation !![0, 1; 1, 0] ![1, 0]) ⬝ᵥ
      fluctuation !![0, 1; 1, 0] ![1, 0]) = 1 := by
  have hu : fluctuation !![0, 1; 1, 0] ![1, 0] = ![0, 1] := by
    ext i
    fin_cases i <;> simp [fluctuation, mean, dotProduct, Matrix.mulVec, Fin.sum_univ_two]
  rw [hu]
  refine ⟨?_, ?_, ⟨?_, ?_, ?_⟩, ?_, ?_⟩
  · ext i j
    fin_cases i <;> fin_cases j <;> simp
  · ext i j
    fin_cases i <;> fin_cases j <;> simp
  · simp [dotProduct, Fin.sum_univ_two]
  · ext i
    fin_cases i <;> simp [Matrix.mulVec, dotProduct, Fin.sum_univ_two]
  · intro x hx h0
    have h0' : x 0 = 0 := by simpa [dotProduct, Fin.sum_univ_two] using h0
    have h1 : x 1 ≠ 0 := fun h => hx (by ext i; fin_cases i <;> simp [h0', h])
    have hp := Complex.normSq_pos.mpr h1
    have e : star x ⬝ᵥ !![0, 0; 0, 1 / 2] *ᵥ x =
        ((1 / 2 * Complex.normSq (x 1) : ℝ) : ℂ) := by
      rw [Complex.ofReal_mul, ← Complex.mul_conj]
      simp [dotProduct, Matrix.mulVec, Fin.sum_univ_two, h0']
      ring
    rw [e, Complex.ofReal_re, zero_mul]
    positivity
  · ext i
    fin_cases i <;> simp [excitation, Matrix.mulVec, dotProduct, Fin.sum_univ_two]
  · simp [dotProduct, Fin.sum_univ_two]

end

end ImaginaryTimeResponse
```

```lean
#print axioms ImaginaryTimeResponse.existsUnique_response
-- 'ImaginaryTimeResponse.existsUnique_response' depends on axioms: [propext, Classical.choice, Quot.sound]
#print axioms ImaginaryTimeResponse.integral_autocorrelation
-- 'ImaginaryTimeResponse.integral_autocorrelation' depends on axioms: [propext, Classical.choice, Quot.sound]
#print axioms ImaginaryTimeResponse.single_mode_response
-- 'ImaginaryTimeResponse.single_mode_response' depends on axioms: [propext, Classical.choice, Quot.sound]
#print axioms ImaginaryTimeResponse.connected_correlation
-- 'ImaginaryTimeResponse.connected_correlation' depends on axioms: [propext, Classical.choice, Quot.sound]
```

## From the eigenbasis to the integral

`projector_mulVec` applies the exponential series term by term to an eigenvector; induction supplies the matrix powers. `excited_expansion` constructs the y_j and a_j, using `hermitian_move` for the relation between e_j and E.

`integral_projector` expands χ and integrates the finite sum, with an arbitrary vector on the left. `integral_autocorrelation` sets that vector to u and replaces (H − E)χ by u. `existsUnique_response` divides by a_j for existence and applies the strict inequality to the difference of two solutions for uniqueness.

`single_mode_response` inserts χ = u/w, after the normalisation has excluded w = 0. `connected_correlation` expands Aψ and removes the cross terms, using `fluctuation_orthogonal`. `single_mode_response_witness` checks the hypotheses of the single-mode formula for the two-level system.
